# Furry's theorem for loop traces: reversing the order of $n$ vector vertices and the sign of the line momenta gives $(-1)^n$

Let $W$ be a subspace of the complex $N\times N$ matrices, whose elements play the part of slashed vectors, and let $C$ be an invertible matrix with $CgC^{-1}=-g^T$ for every $g\in W$. A fermion loop with vertices $e_i\in W$ and lines $S_i$ is the trace $\operatorname{tr}(e_0S_0\cdots e_{n-1}S_{n-1})$, where $S_i$ inverts $p_i-m$ for a slashed momentum $p_i\in W$.

In Lean 4 with Mathlib:

```lean
import Mathlib

open Matrix

namespace FurryTheorem

noncomputable section

variable {ι : Type*} [Fintype ι] [DecidableEq ι]

/-- `C` is a charge conjugation matrix for the space `W` of slashed vectors: it is invertible and
conjugation by it sends each `g` in `W` to minus its transpose. -/
structure IsChargeConjugation (C : Matrix ι ι ℂ) (W : Submodule ℂ (Matrix ι ι ℂ)) : Prop where
  isUnit_det : IsUnit C.det
  conj : ∀ g ∈ W, C * g * C⁻¹ = -gᵀ

/-- `S` is the fermion propagator of mass `m` at slashed momentum `p`: it inverts `p - m`. -/
def IsPropagator (m : ℂ) (p S : Matrix ι ι ℂ) : Prop :=
  (p - m • (1 : Matrix ι ι ℂ)) * S = 1

/-- The closed fermion loop `tr (e₁ S₁ e₂ S₂ ⋯ eₙ Sₙ)` with vertices `e` and lines `S`. -/
def loop {n : ℕ} (e S : Fin n → Matrix ι ι ℂ) : ℂ :=
  trace ((List.finRange n).map fun i => e i * S i).prod

/-- The loop run through in the opposite order, `tr (Rₙ eₙ ⋯ R₂ e₂ R₁ e₁)`. -/
def reversedLoop {n : ℕ} (e R : Fin n → Matrix ι ι ℂ) : ℂ :=
  trace ((List.finRange n).map fun i => R i * e i).reverse.prod

/-- Moving `C` through a transposed slashed vector changes the sign of the vector. -/
theorem transpose_mul_conj {C : Matrix ι ι ℂ} {W : Submodule ℂ (Matrix ι ι ℂ)}
    (h : IsChargeConjugation C W) {g : Matrix ι ι ℂ} (hg : g ∈ W) :
    gᵀ * C = -(C * g) := by
  have h1 : gᵀ = -(C * g * C⁻¹) := by rw [h.conj g hg, neg_neg]
  rw [h1, Matrix.neg_mul, Matrix.mul_assoc, Matrix.nonsing_inv_mul C h.isUnit_det,
    Matrix.mul_one]

/-- If `C` flips the sign of every transposed vertex and turns each transposed line `S` into `R`,
it turns the transposed chain into the reversed chain, with one sign per vertex. -/
theorem transpose_chain {α : Type*} (C : Matrix ι ι ℂ) (e S R : α → Matrix ι ι ℂ)
    (he : ∀ a, (e a)ᵀ * C = -(C * e a)) (hS : ∀ a, (S a)ᵀ * C = C * R a) (L : List α) :
    ((L.map fun a => e a * S a).prod)ᵀ * C =
      (-1 : ℂ) ^ L.length • (C * (L.map fun a => R a * e a).reverse.prod) := by
  induction L with
  | nil => simp
  | cons a L ih =>
    simp only [List.map_cons, List.prod_cons, List.reverse_cons, List.prod_append,
      List.prod_nil, Matrix.mul_one, List.length_cons, Matrix.transpose_mul]
    -- pass `C` first through the vertex, then through the line, then through the rest
    calc ((L.map fun a => e a * S a).prod)ᵀ * ((S a)ᵀ * (e a)ᵀ) * C
        = ((L.map fun a => e a * S a).prod)ᵀ * ((S a)ᵀ * ((e a)ᵀ * C)) := by
          simp only [Matrix.mul_assoc]
      _ = -(((L.map fun a => e a * S a).prod)ᵀ * ((S a)ᵀ * C) * e a) := by
          rw [he]; simp only [Matrix.mul_neg, Matrix.mul_assoc]
      _ = -((((L.map fun a => e a * S a).prod)ᵀ * C) * (R a * e a)) := by
          rw [hS]; simp only [Matrix.mul_assoc]
      _ = _ := by
          rw [ih, pow_succ, Matrix.smul_mul, mul_neg_one, neg_smul, Matrix.mul_assoc]

/-- If an invertible `C` intertwines the transpose of `P` with `c Q`, then `tr P = c tr Q`. -/
theorem trace_of_intertwine {C P Q : Matrix ι ι ℂ} {c : ℂ} (hC : IsUnit C.det)
    (h : Pᵀ * C = c • (C * Q)) : trace P = c * trace Q := by
  calc trace P = trace (Pᵀ * C * C⁻¹) := by
        rw [Matrix.mul_assoc, Matrix.mul_nonsing_inv C hC, Matrix.mul_one, Matrix.trace_transpose]
    _ = c * trace (C * Q * C⁻¹) := by
        rw [h, Matrix.smul_mul, Matrix.trace_smul, smul_eq_mul]
    _ = c * trace Q := by
        rw [Matrix.trace_mul_comm (C * Q), ← Matrix.mul_assoc, Matrix.nonsing_inv_mul C hC,
          Matrix.one_mul]

/-- Reversing a loop of `n` vertices in `W` and all its momenta multiplies the trace of the
numerators `p + m` by `(-1)ⁿ`. -/
theorem furry_numerators {C : Matrix ι ι ℂ} {W : Submodule ℂ (Matrix ι ι ℂ)}
    (h : IsChargeConjugation C W) (m : ℂ) {n : ℕ} (e p : Fin n → Matrix ι ι ℂ)
    (he : ∀ i, e i ∈ W) (hp : ∀ i, p i ∈ W) :
    loop e (fun i => p i + m • 1) = (-1) ^ n * reversedLoop e (fun i => m • 1 - p i) := by
  have key := transpose_chain C e (fun i => p i + m • 1) (fun i => m • 1 - p i)
    (fun i => transpose_mul_conj h (he i))
    (fun i => by
      simp only [Matrix.transpose_add, Matrix.transpose_smul, Matrix.transpose_one,
        Matrix.add_mul, Matrix.mul_sub, Matrix.smul_mul, Matrix.mul_smul, Matrix.one_mul,
        Matrix.mul_one, transpose_mul_conj h (hp i)]
      abel) (List.finRange n)
  rw [List.length_finRange] at key
  exact trace_of_intertwine h.isUnit_det key

/-- Reversing a loop of `n` vertices in `W` and all its momenta multiplies the loop with full
propagators by `(-1)ⁿ`. -/
theorem furry_propagators {C : Matrix ι ι ℂ} {W : Submodule ℂ (Matrix ι ι ℂ)}
    (h : IsChargeConjugation C W) (m : ℂ) {n : ℕ} (e p S R : Fin n → Matrix ι ι ℂ)
    (he : ∀ i, e i ∈ W) (hp : ∀ i, p i ∈ W)
    (hS : ∀ i, IsPropagator m (p i) (S i)) (hR : ∀ i, IsPropagator m (-p i) (R i)) :
    loop e S = (-1) ^ n * reversedLoop e R := by
  have hSR : ∀ i, (S i)ᵀ * C = C * R i := by
    intro i
    have h1 : (S i)ᵀ * ((p i)ᵀ - m • (1 : Matrix ι ι ℂ)) = 1 := by
      have h2 := congrArg Matrix.transpose (hS i)
      simpa only [Matrix.transpose_mul, Matrix.transpose_sub, Matrix.transpose_smul,
        Matrix.transpose_one] using h2
    have hR' : (-p i - m • (1 : Matrix ι ι ℂ)) * R i = 1 := hR i
    -- `C` turns the transposed inverse propagator into the one with opposite momentum
    have h3 : ((p i)ᵀ - m • (1 : Matrix ι ι ℂ)) * C = C * (-p i - m • (1 : Matrix ι ι ℂ)) := by
      simp only [Matrix.sub_mul, Matrix.mul_sub, Matrix.mul_neg, Matrix.smul_mul,
        Matrix.mul_smul, Matrix.one_mul, Matrix.mul_one, transpose_mul_conj h (hp i)]
    calc (S i)ᵀ * C = (S i)ᵀ * (C * ((-p i - m • (1 : Matrix ι ι ℂ)) * R i)) := by
          rw [hR', Matrix.mul_one]
      _ = (S i)ᵀ * ((C * (-p i - m • (1 : Matrix ι ι ℂ))) * R i) := by
          rw [Matrix.mul_assoc C]
      _ = ((S i)ᵀ * ((p i)ᵀ - m • (1 : Matrix ι ι ℂ))) * (C * R i) := by
          rw [← h3]; simp only [Matrix.mul_assoc]
      _ = C * R i := by rw [h1, Matrix.one_mul]
  have key := transpose_chain C e S R (fun i => transpose_mul_conj h (he i)) hSR
    (List.finRange n)
  rw [List.length_finRange] at key
  exact trace_of_intertwine h.isUnit_det key

/-- The algebraic form of Furry's theorem at fixed momenta: for an odd number of vertices in `W`, a
fermion loop and the reversed loop with opposite momenta add up to zero. -/
theorem furry_odd {C : Matrix ι ι ℂ} {W : Submodule ℂ (Matrix ι ι ℂ)}
    (h : IsChargeConjugation C W) (m : ℂ) {n : ℕ} (hn : Odd n) (e p S R : Fin n → Matrix ι ι ℂ)
    (he : ∀ i, e i ∈ W) (hp : ∀ i, p i ∈ W)
    (hS : ∀ i, IsPropagator m (p i) (S i)) (hR : ∀ i, IsPropagator m (-p i) (R i)) :
    loop e S + reversedLoop e R = 0 := by
  rw [furry_propagators h m e p S R he hp hS hR, hn.neg_one_pow]
  ring

/-- Off the mass shell, `(p + m) / (p² - m²)` is the propagator at slashed momentum `p`. -/
theorem isPropagator_off_shell {p : Matrix ι ι ℂ} {s m : ℂ} (hp : p * p = s • 1)
    (hs : s ≠ m ^ 2) : IsPropagator m p ((s - m ^ 2)⁻¹ • (p + m • 1)) := by
  have h1 : (p - m • (1 : Matrix ι ι ℂ)) * (p + m • 1) = (s - m ^ 2) • 1 := by
    simp only [Matrix.sub_mul, Matrix.mul_add, Matrix.smul_mul, Matrix.mul_smul,
      Matrix.one_mul, Matrix.mul_one, hp]
    module
  unfold IsPropagator
  rw [Matrix.mul_smul, h1, smul_smul, inv_mul_cancel₀ (sub_ne_zero.mpr hs), one_smul]

/-- With a chemical potential `μ`, which keeps its sign when the momentum is reversed, the numerator
traces of the two orientations with the single vertex `g0` add up to `2 μ N`, with `N` the matrix
size. -/
theorem chemical_potential_tadpole {C : Matrix ι ι ℂ} {W : Submodule ℂ (Matrix ι ι ℂ)}
    (h : IsChargeConjugation C W) {g0 : Matrix ι ι ℂ} (hg : g0 ∈ W) (hsq : g0 * g0 = 1)
    (p : Matrix ι ι ℂ) (μ m : ℂ) :
    trace (g0 * (p + μ • g0 + m • 1)) + trace ((-p + μ • g0 + m • 1) * g0) =
      2 * μ * Fintype.card ι := by
  -- slashed vectors are traceless
  have h0 : trace g0 = 0 := by
    have h1 : trace g0 = (-1) * trace g0 := trace_of_intertwine h.isUnit_det (by
      rw [transpose_mul_conj h hg, neg_one_smul])
    linear_combination (1 / 2) * h1
  simp only [Matrix.mul_add, Matrix.add_mul, Matrix.mul_smul, Matrix.smul_mul, Matrix.mul_one,
    Matrix.one_mul, Matrix.neg_mul, hsq, Matrix.trace_add, Matrix.trace_smul, Matrix.trace_neg,
    Matrix.trace_one, smul_eq_mul, h0]
  rw [Matrix.trace_mul_comm p g0]
  ring

/-- The slashed four-vector `γ⁰p⁰ - γ¹p¹ - γ²p² - γ³p³` in the Dirac representation. -/
def diracSlash : (Fin 4 → ℂ) →ₗ[ℂ] Matrix (Fin 4) (Fin 4) ℂ where
  toFun p := !![p 0, 0, -p 3, -(p 1 - Complex.I * p 2);
                0, p 0, -(p 1 + Complex.I * p 2), p 3;
                p 3, p 1 - Complex.I * p 2, -p 0, 0;
                p 1 + Complex.I * p 2, -p 3, 0, -p 0]
  map_add' p q := by
    ext i j
    fin_cases i <;> fin_cases j <;> simp <;> ring
  map_smul' c p := by
    ext i j
    fin_cases i <;> fin_cases j <;> simp <;> ring

/-- The matrix `i γ² γ⁰` in the Dirac representation. -/
def diracC : Matrix (Fin 4) (Fin 4) ℂ :=
  !![0, 0, 0, -1; 0, 0, 1, 0; 0, -1, 0, 0; 1, 0, 0, 0]

/-- In the Dirac representation `i γ² γ⁰` is a charge conjugation matrix for all slashed
four-vectors, `p` slashed squares to the Minkowski square of `p`, and `γ⁰` squares to one. -/
theorem dirac_witness :
    IsChargeConjugation diracC (LinearMap.range diracSlash) ∧
    (∀ p, diracSlash p * diracSlash p = (p 0 ^ 2 - p 1 ^ 2 - p 2 ^ 2 - p 3 ^ 2) • 1) ∧
    diracSlash ![1, 0, 0, 0] * diracSlash ![1, 0, 0, 0] = 1 := by
  have hC : diracC * -diracC = 1 := by
    ext i j
    fin_cases i <;> fin_cases j <;> simp [diracC, Matrix.mul_apply, Fin.sum_univ_four]
  have hsq : ∀ p, diracSlash p * diracSlash p =
      (p 0 ^ 2 - p 1 ^ 2 - p 2 ^ 2 - p 3 ^ 2) • 1 := by
    intro p
    ext i j
    fin_cases i <;> fin_cases j <;>
      simp [diracSlash, Matrix.mul_apply, Fin.sum_univ_four] <;>
      first
        | ring1
        | linear_combination (p 2) ^ 2 * Complex.I_sq
  refine ⟨⟨Matrix.isUnit_det_of_right_inverse hC, ?_⟩, hsq, ?_⟩
  · rintro g ⟨p, rfl⟩
    rw [Matrix.inv_eq_right_inv hC]
    ext i j
    fin_cases i <;> fin_cases j <;>
      simp [diracC, diracSlash, Matrix.mul_apply, Fin.sum_univ_four]
  · rw [hsq]
    simp

end

end FurryTheorem
```

```lean
#print axioms FurryTheorem.furry_numerators
-- 'FurryTheorem.furry_numerators' depends on axioms: [propext, Classical.choice, Quot.sound]
#print axioms FurryTheorem.furry_odd
-- 'FurryTheorem.furry_odd' depends on axioms: [propext, Classical.choice, Quot.sound]
#print axioms FurryTheorem.isPropagator_off_shell
-- 'FurryTheorem.isPropagator_off_shell' depends on axioms: [propext, Classical.choice, Quot.sound]
#print axioms FurryTheorem.chemical_potential_tadpole
-- 'FurryTheorem.chemical_potential_tadpole' depends on axioms: [propext, Classical.choice, Quot.sound]
```

## Two orientations of one loop

The condition on $C$ is `IsChargeConjugation`; it represents the sign change of the vector current under charge conjugation. `IsPropagator m p S` says $(p-m)S=1$, without the customary factor $i$ or an $i\epsilon$ term. The index type `Fin n` counts from 0, while the comments in the code count from 1.

`reversedLoop e R` is $\operatorname{tr}(R_{n-1}e_{n-1}\cdots R_0e_0)$: the same vertices met in the opposite order, with $R_i$ on the line that carried $S_i$. The theorems state:

- `furry_numerators`: with $S_i=p_i+m$ and $R_i=m-p_i$, the loop is $(-1)^n$ times the reversed loop.
- `furry_propagators`: the same holds when $S_i$ and $R_i$ are propagators at $p_i$ and $-p_i$.
- `furry_odd`: for odd $n$ the two orientations therefore add up to zero.

In vacuum QED at one loop, this is the cancellation behind the vanishing of amplitudes whose external particles are an odd number of photons and nothing else, here for free fermion lines at fixed momenta. The loop integral and its regularisation are not treated, and momentum conservation is not imposed. For $n=1$ the two orientations are one diagram evaluated at opposite loop momenta.

`isPropagator_off_shell` connects the two versions: if $p^2=s$ and $s\ne m^2$, then $(p-m)(p+m)=s-m^2$, so $(p+m)/(s-m^2)$ is a propagator. Since $(-p)^2=s$ too, both orientations have the same denominators.

`dirac_witness` supplies the physical case $N=4$: $C=i\gamma^2\gamma^0$ in the Dirac representation, with $W$ the range of `diracSlash` and metric signature $(+,-,-,-)$. The identity $(\gamma^0)^2=1$ follows from the formula for the square of a slashed vector; the other matrix identities are checked entry by entry.

## Carrying $C$ through the transposed chain

Multiplying the defining relation by $C$ on the right gives $g^TC=-Cg$, which is `transpose_mul_conj`. For a numerator it follows that
$$(p_i+m)^TC=C(m-p_i).$$

For a propagator, transposing $(p_i-m)S_i=1$ gives $S_i^T(p_i^T-m)=1$. Also $(p_i^T-m)C=C(-p_i-m)$, and $(-p_i-m)R_i=1$, so
$$S_i^TC=S_i^TC(-p_i-m)R_i=S_i^T(p_i^T-m)CR_i=CR_i.$$
The `calc` block in `furry_propagators` follows this line.

Both cases now have the form $e_i^TC=-Ce_i$ and $S_i^TC=CR_i$, which is all that `transpose_chain` needs. It proceeds by induction on the list of vertices. Writing $X$ for the chain after the first vertex and line,
$$(e_0S_0X)^TC=X^TS_0^Te_0^TC=-X^TS_0^TCe_0=-X^TC\,R_0e_0.$$
The induction hypothesis moves $C$ through $X^T$. Each vertex contributes one sign, and the empty chain contributes none.

With $P$ the chain and $Q$ the reversed chain, the result is $P^TC=(-1)^nCQ$. `trace_of_intertwine` then takes traces:
$$\operatorname{tr}P=\operatorname{tr}(P^TCC^{-1})=(-1)^n\operatorname{tr}(CQC^{-1})=(-1)^n\operatorname{tr}Q.$$

## A chemical potential and a scalar vertex

A chemical potential $\mu$ adds $\mu g_0$ to the momentum and keeps its sign when $p$ is reversed, since both orientations refer to the same medium. A medium with net charge is not invariant under charge conjugation, and the cancellation can fail. Let $g_0\in W$ with $g_0^2=1$. The trace argument gives $\operatorname{tr}g_0=-\operatorname{tr}g_0$, hence $\operatorname{tr}g_0=0$, and the mass terms vanish. The terms in $p$ cancel by cyclicity, leaving
$$\operatorname{tr}\,g_0(p+\mu g_0+m)+\operatorname{tr}\,(-p+\mu g_0+m)g_0=2\mu N.$$
This is `chemical_potential_tadpole`. It concerns numerators only; the denominators of the two orientations generally differ once $\mu\neq0$, so it does not give the charge density.

The hypothesis $e_i\in W$ matters as well. Take the Dirac case with $n=1$, $p_0=0$, $m=1$ and the scalar vertex $e_0=1$, which is not in $W$. Both numerator traces equal $4$, whereas the sign rule would require $4=-4$.
